# The area between a Fano profile and its background depends on how the energy window grows, unless q = 0

An absorption line that interferes with a continuum has a Fano profile, and one would like to know its area above or below the flat background. Let $E$ be the energy, $E_0$ the position of the resonance and $\Gamma>0$ its width, which is the decay rate of the quasi-bound state times $\hbar$. The real number $q$ measures the strength of excitation through the quasi-bound state relative to direct excitation of the continuum. With the reduced energy $e = 2(E-E_0)/\Gamma$, the profile is

$$f = \frac{(q+e)^2}{1+e^2},$$

in units where the background is 1. The letter $e$, often written $\varepsilon$ in textbooks, is neither a charge nor the base of the logarithm. The excess is $f-1$, and it may be negative.

## Energy scale, profile and excess

```lean
import Mathlib

open Filter Topology MeasureTheory Real

namespace FanoExcessArea

noncomputable section

/-- The reduced energy `e = 2 (E - E0) / Γ` of a resonance at `E0` with width `Γ ≠ 0`. -/
def reducedEnergy (Γ E0 E : ℝ) : ℝ := 2 * (E - E0) / Γ
```

A `def` introduces a function. This one takes three real numbers and returns $e = 2(E-E_0)/\Gamma$. The factor 2 makes $\Gamma$ the full width at half maximum of the Lorentzian $1/(1+e^2)$, since $e=\pm1$ lies at $E_0\pm\Gamma/2$.

```lean
/-- The Fano profile `(q + e)² / (1 + e²)` with asymmetry parameter `q`, at real reduced
energy `e`. -/
def fano (q e : ℝ) : ℝ := (q + e) ^ 2 / (1 + e ^ 2)
```

This is $f$ as a function of $q$ and $e$. The denominator is at least 1, so the profile is finite at every real energy.

```lean
/-- The Fano profile minus the flat background `1`, as a function of the energy `E`,
for a width `Γ ≠ 0`. -/
def excess (q Γ E0 E : ℝ) : ℝ := fano q (reducedEnergy Γ E0 E) - 1
```

The excess is a function of the energy $E$ itself, so its integrals are areas in units of energy. Expanding the square gives the form used by hand below:

$$f-1=\frac{q^2+2qe+e^2-1-e^2}{1+e^2}=\frac{q^2-1}{1+e^2}+\frac{2qe}{1+e^2}.$$

The first term is a Lorentzian of either sign. The second is the dispersive part, odd about the resonance, and it falls off only as $2q/e$.

These definitions hold $q$, $\Gamma$ and the background constant at all energies. Applying the results to a measured spectrum therefore needs one further step: showing that the spectrum follows this formula throughout the window over which it is integrated.

## An antiderivative and the exact area

```lean
/-- The function `(Γ/2) ((q² - 1) arctan e + q ln (1 + e²))` of the energy, for a width
`Γ ≠ 0`. -/
def primitive (q Γ E0 E : ℝ) : ℝ :=
  Γ / 2 * ((q ^ 2 - 1) * Real.arctan (reducedEnergy Γ E0 E)
    + q * Real.log (1 + reducedEnergy Γ E0 E ^ 2))
```

The name `primitive` means an antiderivative. In ordinary notation it is

$$P(E)=\frac{\Gamma}{2}\left[(q^2-1)\arctan e+q\ln(1+e^2)\right].$$

`Real.log` is the natural logarithm.

```lean
/-- For `Γ > 0` the energy derivative of `primitive` is the excess of the Fano profile over
the background. -/
theorem hasDerivAt_primitive {Γ : ℝ} (hΓ : 0 < Γ) (q E0 E : ℝ) :
    HasDerivAt (fun x => primitive q Γ E0 x) (excess q Γ E0 E) E := by
  have he : HasDerivAt (fun x => reducedEnergy Γ E0 x) (2 / Γ) E :=
    ((((hasDerivAt_id' E).sub_const E0).const_mul (2 : ℝ)).div_const Γ).congr_deriv (by ring)
  have hpos : 1 + reducedEnergy Γ E0 E ^ 2 ≠ 0 := by positivity
  have hl := ((he.fun_pow 2).const_add 1).log hpos
  -- the arctangent gives the Lorentzian part, the logarithm the dispersive part
  have key : ∀ e : ℝ, Γ / 2 * ((q ^ 2 - 1) * (1 / (1 + e ^ 2) * (2 / Γ))
      + q * (((2 : ℕ) : ℝ) * e ^ (2 - 1) * (2 / Γ) / (1 + e ^ 2)))
      = (q + e) ^ 2 / (1 + e ^ 2) - 1 := by
    intro e
    have h1 : 1 + e ^ 2 ≠ 0 := by positivity
    have h2 : Γ ≠ 0 := hΓ.ne'
    rw [show (2 - 1 : ℕ) = 1 from rfl, pow_one, Nat.cast_ofNat]
    field_simp
    ring
  exact (((he.arctan.const_mul (q ^ 2 - 1)).fun_add (hl.const_mul q)).const_mul
    (Γ / 2)).congr_deriv (key _)
```

A `theorem` gives a statement after the colon and its proof after `:=`. The argument `hΓ : 0 < Γ` is the assumption that the width is positive. `HasDerivAt F d E` says that the function $F$ has derivative $d$ at the point $E$, so the statement is $P'(E)=f-1$ at every energy.

By hand, $de/dE=2/\Gamma$, and the chain rule gives

$$P'(E)=\frac{\Gamma}{2}\cdot\frac{2}{\Gamma}\left[\frac{q^2-1}{1+e^2}+\frac{2qe}{1+e^2}\right]=f-1.$$

In the proof, `he` is the derivative of the reduced energy and `hl` that of the logarithm. The step `key` is the algebra that turns the chain-rule expression into the excess: `field_simp` clears the denominators and `ring` compares the polynomials. The last lines assemble the derivative of $P$ and use `key` to put it in the required form.

```lean
/-- The exact integral of the excess over the energy window from `E0 - a` to `E0 + b`,
for `Γ > 0`. -/
theorem window_integral {Γ : ℝ} (hΓ : 0 < Γ) (q E0 a b : ℝ) :
    ∫ E in (E0 - a)..(E0 + b), excess q Γ E0 E =
      Γ / 2 * ((q ^ 2 - 1) * (Real.arctan (2 * b / Γ) + Real.arctan (2 * a / Γ))
        + q * Real.log ((1 + (2 * b / Γ) ^ 2) / (1 + (2 * a / Γ) ^ 2))) := by
  have hcont : Continuous (fun E => excess q Γ E0 E) := by
    show Continuous fun E : ℝ =>
      (q + 2 * (E - E0) / Γ) ^ 2 / (1 + (2 * (E - E0) / Γ) ^ 2) - 1
    exact (Continuous.div (by fun_prop) (by fun_prop)
      (fun x => by positivity)).sub continuous_const
  have hb : reducedEnergy Γ E0 (E0 + b) = 2 * b / Γ := by
    unfold reducedEnergy; ring
  have ha : reducedEnergy Γ E0 (E0 - a) = -(2 * a / Γ) := by
    unfold reducedEnergy; ring
  rw [intervalIntegral.integral_eq_sub_of_hasDerivAt
    (fun x _ => hasDerivAt_primitive hΓ q E0 x) (hcont.intervalIntegrable _ _)]
  simp only [primitive, ha, hb, Real.arctan_neg, neg_sq]
  rw [Real.log_div (by positivity) (by positivity)]
  ring
```

The integral over the window from $E_0-a$ to $E_0+b$ is

$$\frac{\Gamma}{2}\left[(q^2-1)\left(\arctan\frac{2b}{\Gamma}+\arctan\frac{2a}{\Gamma}\right)+q\ln\frac{1+(2b/\Gamma)^2}{1+(2a/\Gamma)^2}\right].$$

The formula is exact for all real $a$ and $b$. If the upper end lies below the lower one, the integral changes sign in the usual way.

By hand, this is $P(E_0+b)-P(E_0-a)$. The reduced energies at the two ends are $2b/\Gamma$ and $-2a/\Gamma$. The arctangent is odd, so the two arctangents add. The logarithm depends on $e^2$, so the two logarithms subtract and form the logarithm of a ratio.

The proof takes the same route. `hcont` shows that the excess is continuous and hence integrable on a finite interval, `hb` and `ha` evaluate the reduced energy at the ends, and the `rw` that follows them applies the fundamental theorem of calculus.

## The limit remembers the shape of the window

```lean
/-- For `c > 0`, the logarithm of `(1 + (c x)²) / (1 + x²)` tends to `ln c²` as `x` grows. -/
theorem tendsto_log_ratio {c : ℝ} (hc : 0 < c) :
    Tendsto (fun x : ℝ => Real.log ((1 + (c * x) ^ 2) / (1 + x ^ 2))) atTop
      (𝓝 (Real.log (c ^ 2))) := by
  have h1 : Tendsto (fun x : ℝ => 1 + x ^ 2) atTop atTop :=
    tendsto_atTop_add_const_left _ 1 (tendsto_pow_atTop two_ne_zero)
  have h2 : Tendsto (fun x : ℝ => (1 + x ^ 2)⁻¹) atTop (𝓝 0) :=
    tendsto_inv_atTop_zero.comp h1
  have h3 : Tendsto (fun x : ℝ => c ^ 2 + (1 - c ^ 2) * (1 + x ^ 2)⁻¹) atTop
      (𝓝 (c ^ 2)) := by
    simpa only [mul_zero, add_zero] using (h2.const_mul (1 - c ^ 2)).const_add (c ^ 2)
  refine Tendsto.log (h3.congr fun x => ?_) (by positivity)
  have hx : 1 + x ^ 2 ≠ 0 := by positivity
  rw [div_eq_mul_inv]
  linear_combination (-c ^ 2) * mul_inv_cancel₀ hx
```

`Tendsto g atTop (𝓝 y)` reads "$g(x)\to y$ as $x\to+\infty$". The statement is

$$\ln\frac{1+c^2x^2}{1+x^2}\to\ln c^2\qquad(c>0).$$

By hand, one splits off the constant:

$$\frac{1+c^2x^2}{1+x^2}=c^2+\frac{1-c^2}{1+x^2}.$$

The last fraction tends to zero, and the logarithm is continuous at $c^2>0$. In the proof, `h1` says that $1+x^2$ grows without bound, `h2` that its inverse vanishes, and `h3` gives the limit of the right-hand side. The closing `linear_combination` verifies the splitting.

```lean
/-- For `Γ > 0` and `c > 0`, the integral of the excess over `[E0 - L, E0 + c L]` tends to
`(π Γ / 2) (q² - 1) + Γ q ln c` as `L` grows. -/
theorem tendsto_lopsided_window {Γ c : ℝ} (hΓ : 0 < Γ) (hc : 0 < c) (q E0 : ℝ) :
    Tendsto (fun L : ℝ => ∫ E in (E0 - L)..(E0 + c * L), excess q Γ E0 E) atTop
      (𝓝 (π * Γ / 2 * (q ^ 2 - 1) + Γ * q * Real.log c)) := by
  have hx : Tendsto (fun L : ℝ => 2 * L / Γ) atTop atTop :=
    (tendsto_id.const_mul_atTop two_pos).atTop_div_const hΓ
  have hat : Tendsto Real.arctan atTop (𝓝 (π / 2)) :=
    Real.tendsto_arctan_atTop.mono_right nhdsWithin_le_nhds
  have hA := hat.comp hx
  have hB := hat.comp (hx.const_mul_atTop hc)
  have hC := (tendsto_log_ratio hc).comp hx
  have total := (((hB.add hA).const_mul (q ^ 2 - 1)).add (hC.const_mul q)).const_mul (Γ / 2)
  have hlim : Γ / 2 * ((q ^ 2 - 1) * (π / 2 + π / 2) + q * Real.log (c ^ 2))
      = π * Γ / 2 * (q ^ 2 - 1) + Γ * q * Real.log c := by
    rw [Real.log_pow]
    push_cast
    ring
  rw [← hlim]
  refine total.congr fun L => ?_
  have e : 2 * (c * L) / Γ = c * (2 * L / Γ) := by ring
  simp only [window_integral hΓ, e, Function.comp_apply]
```

Here the window reaches a distance $L$ below the resonance and $cL$ above it. As $L$ grows at fixed $c$,

$$\int_{E_0-L}^{E_0+cL}(f-1)\,dE\;\to\;\frac{\pi\Gamma}{2}(q^2-1)+\Gamma q\ln c.$$

By hand, put $a=L$ and $b=cL$ in the exact area and write $x=2L/\Gamma$. Both arctangents, of $x$ and of $cx$, tend to $\pi/2$, so their sum tends to $\pi$. The logarithm tends to $\ln c^2=2\ln c$. Multiplying by $\Gamma/2$ gives the two terms.

The proof names these limits `hB`, `hA` and `hC` and combines them in `total`. The equation `hlim` simplifies the limiting value, and the last lines identify the function in `total` with the window integral.

The term $\Gamma q\ln c$ comes from the slow dispersive tail. Both ends of the window move to infinity, yet the strip between $E_0+L$ and $E_0+cL$ keeps contributing a finite area when $q\neq0$ and $c\neq1$.

```lean
/-- For `Γ > 0`, the integral of the excess over the symmetric window `[E0 - L, E0 + L]`
tends to `(π Γ / 2) (q² - 1)` as `L` grows. -/
theorem tendsto_symmetric_window {Γ : ℝ} (hΓ : 0 < Γ) (q E0 : ℝ) :
    Tendsto (fun L : ℝ => ∫ E in (E0 - L)..(E0 + L), excess q Γ E0 E) atTop
      (𝓝 (π * Γ / 2 * (q ^ 2 - 1))) := by
  simpa only [one_mul, Real.log_one, mul_zero, add_zero] using
    tendsto_lopsided_window hΓ one_pos q E0
```

For a window centred on the resonance, $c=1$ and the logarithm vanishes:

$$\int_{E_0-L}^{E_0+L}(f-1)\,dE\;\to\;\frac{\pi\Gamma}{2}(q^2-1).$$

The proof substitutes $c=1$ into the previous theorem and simplifies. The odd dispersive part cancels, and the Lorentzian part remains. The limit is positive for $|q|>1$, negative for $|q|<1$ and zero for $q=\pm1$.

## Only for q = 0 is the limiting area independent of how the window grows

```lean
/-- If `Γ > 0` and the excess is integrable on the whole line, its total integral equals the
limit over the windows `[E0 - L, E0 + c L]`, for every `c > 0`. -/
theorem integral_eq_of_integrable {Γ c : ℝ} (hΓ : 0 < Γ) (hc : 0 < c) (q E0 : ℝ)
    (h : Integrable (fun E => excess q Γ E0 E)) :
    ∫ E, excess q Γ E0 E = π * Γ / 2 * (q ^ 2 - 1) + Γ * q * Real.log c := by
  have hlow : Tendsto (fun L : ℝ => E0 - L) atTop atBot := by
    simpa only [sub_eq_add_neg] using
      tendsto_atBot_add_const_left _ E0 tendsto_neg_atTop_atBot
  have hupp : Tendsto (fun L : ℝ => E0 + c * L) atTop atTop :=
    tendsto_atTop_add_const_left _ E0 (tendsto_id.const_mul_atTop hc)
  exact tendsto_nhds_unique (intervalIntegral_tendsto_integral h hlow hupp)
    (tendsto_lopsided_window hΓ hc q E0)
```

`Integrable` refers to Lebesgue measure on the whole line. For this continuous function it means that $\int|f-1|\,dE$ is finite. The integral sign without end points in `∫ E, excess q Γ E0 E` denotes the integral over all energies. The theorem says that, if the excess is integrable, its total integral equals the window limit for every $c>0$.

By hand, the integral of an integrable function over a window converges to the total integral whenever the lower end goes to $-\infty$ and the upper end to $+\infty$, however they do so. The same window integrals also converge to the value found above, and a limit is unique. In the proof, `hlow` and `hupp` describe the motion of the two ends, and `tendsto_nhds_unique` equates the two limits.

```lean
/-- For `Γ > 0`, the excess of the Fano profile over the background is integrable on the
whole energy line if and only if `q = 0`. -/
theorem integrable_excess_iff {Γ : ℝ} (hΓ : 0 < Γ) (q E0 : ℝ) :
    Integrable (fun E => excess q Γ E0 E) ↔ q = 0 := by
  constructor
  · intro h
    -- two window shapes would have to give the same total area
    have h12 := (integral_eq_of_integrable hΓ one_pos q E0 h).symm.trans
      (integral_eq_of_integrable hΓ two_pos q E0 h)
    rw [Real.log_one] at h12
    have h0 : Γ * q * Real.log 2 = 0 := by linarith
    have hlog : Real.log 2 ≠ 0 := (Real.log_pos one_lt_two).ne'
    exact (mul_eq_zero.mp ((mul_eq_zero.mp h0).resolve_right hlog)).resolve_left hΓ.ne'
  · rintro rfl
    -- at `q = 0` the excess is minus a Lorentzian
    have hne : 2 / Γ ≠ 0 := by positivity
    have h := ((integrable_inv_one_add_sq.comp_mul_left' hne).comp_sub_right E0).neg
    refine h.congr (ae_of_all _ fun E => ?_)
    show -(1 + (2 / Γ * (E - E0)) ^ 2)⁻¹
      = (0 + 2 * (E - E0) / Γ) ^ 2 / (1 + (2 * (E - E0) / Γ) ^ 2) - 1
    rw [show 2 / Γ * (E - E0) = 2 * (E - E0) / Γ by ring]
    generalize 2 * (E - E0) / Γ = e
    have he : 1 + e ^ 2 ≠ 0 := by positivity
    rw [div_eq_mul_inv]
    linear_combination -(mul_inv_cancel₀ he)
```

The sign `↔` means "if and only if": for $\Gamma>0$, the excess is integrable on the line exactly when $q=0$.

For the forward direction, suppose that it is integrable. The total integral then equals the window limit both for $c=1$ and for $c=2$, so

$$\frac{\pi\Gamma}{2}(q^2-1)=\frac{\pi\Gamma}{2}(q^2-1)+\Gamma q\ln2.$$

Hence $\Gamma q\ln2=0$. Since $\Gamma$ and $\ln2$ are positive, $q=0$. In the proof, `h12` is the comparison, `h0` is the vanishing product, and the last line of this part removes the two nonzero factors.

For the converse, set $q=0$. Then

$$f-1=\frac{e^2}{1+e^2}-1=-\frac{1}{1+e^2},$$

which is minus a Lorentzian and therefore integrable. The proof starts from Mathlib's result for $1/(1+x^2)$, rescales the variable by $2/\Gamma$, shifts it by $E_0$ and changes the sign. The remaining lines check that the outcome equals the excess at every energy.

The symmetric limit exists for every $q$, but for $q\neq0$ it is the value for one way of growing the window and not a Lebesgue integral over the line. The case $q=\pm1$ shows the difference well: the symmetric limit is zero, while $\int|f-1|\,dE$ diverges.

```lean
/-- For `Γ > 0` and `q = 0`, the integral of the excess over the whole energy line is
`-π Γ / 2`. -/
theorem integral_window_resonance {Γ : ℝ} (hΓ : 0 < Γ) (E0 : ℝ) :
    ∫ E, excess 0 Γ E0 E = -(π * Γ / 2) := by
  rw [integral_eq_of_integrable hΓ one_pos 0 E0 ((integrable_excess_iff hΓ 0 E0).mpr rfl)]
  ring

end

end FanoExcessArea
```

At $q=0$ the total integral is $-\pi\Gamma/2$. In the theorem's name, "window resonance" is the spectroscopic term for such a symmetric dip in absorption and has nothing to do with the integration window. The proof uses the converse just shown to obtain integrability, and then the total-integral theorem with $c=1$. The integrability matters because Lean assigns the value 0 to the integral of a non-integrable function.

For photoabsorption near an autoionising state, the result means that an area quoted relative to the background should come with its energy window when $q\neq0$, as far as a single isolated resonance with constant parameters describes the spectrum.

```lean
#print axioms FanoExcessArea.tendsto_symmetric_window
-- 'FanoExcessArea.tendsto_symmetric_window' depends on axioms: [propext, Classical.choice, Quot.sound]
#print axioms FanoExcessArea.integrable_excess_iff
-- 'FanoExcessArea.integrable_excess_iff' depends on axioms: [propext, Classical.choice, Quot.sound]
#print axioms FanoExcessArea.integral_window_resonance
-- 'FanoExcessArea.integral_window_resonance' depends on axioms: [propext, Classical.choice, Quot.sound]
```

## Numbers for q = 2

Take $q=2$, $\Gamma=2$ meV and $E_0=0$, so that $e$ equals the energy in meV. The excess is $(3+4e)/(1+e^2)$.

For the symmetric window from $-10$ to $10$ meV, the logarithm vanishes and the area is

$$3\cdot2\arctan10\approx8.83\ \text{meV}.$$

Its limit for growing symmetric windows is $3\pi\approx9.42$ meV.

For the lopsided window from $-10$ to $20$ meV, the area is

$$3(\arctan20+\arctan10)+2\ln\frac{401}{101}\approx8.98+2.76=11.73\ \text{meV},$$

where the sum was rounded after adding. If the window grows with the same ratio $c=2$, the limit is $3\pi+4\ln2\approx12.20$ meV. The two limits differ by $\Gamma q\ln2=4\ln2\approx2.77$ meV, and widening the windows further at these fixed ratios does not remove the difference.
